# Adding a pair of sites to a list of pairs adds its two sites to the multiset of endpoints

A pairing is here a finite multiset of ordered pairs of sites, taken from `N` sites; a site may occur in several pairs, or twice in the same pair. Its endpoints are all first and all second members of the pairs, counted with multiplicity. The lemma states that adding the pair `(i, j)` to a pairing `M` adds one copy of `i` and one copy of `j` to the endpoints of `M`. The attempt unfolds the definition, means to split the new pair off from both maps and to write the added sites as singletons, and leaves the reordering of the sum to `abel`.

The first attempt, which Lean rejects:

```lean
import Mathlib

open Finset

namespace SingletUncrossing

noncomputable section

/-- A list of site pairs without regard to the order of the pairs. -/
abbrev Pairing (N : ℕ) := Multiset (Fin N × Fin N)

variable {N : ℕ}

/-- All sites that occur in the pairs, counted with multiplicity. -/
def endpoints (M : Pairing N) : Multiset (Fin N) := M.map Prod.fst + M.map Prod.snd

lemma endpoints_cons (i j : Fin N) (M : Pairing N) :
    endpoints ((i, j) ::ₘ M) = {i} + {j} + endpoints M := by
  simp only [endpoints, Multiset.map_cons, ← Multiset.singleton_add]
  abel

end

end SingletUncrossing
```

The compiler's answer:

```
Try this:
  [apply] abel_nf
Main.lean:18:58: error: unsolved goals
N : ℕ
i j : Fin N
M : Pairing N
⊢ Multiset.map Prod.fst ({(i, j)} + M) + Multiset.map Prod.snd ({(i, j)} + M) =
    {i} + ({j} + (Multiset.map Prod.fst M + Multiset.map Prod.snd M))
Main.lean:19:24: warning: This simp argument is unused:
  Multiset.map_cons

Hint: Omit it from the simp argument list.
  [apply] simp only [endpoints, ← Multiset.singleton_add]

Note: This linter can be disabled with `set_option linter.unusedSimpArgs false`
```

Cause. The error shows the goal that is left after `abel` fails to close it: both maps still act on `{(i, j)} + M`. The reversed lemma `← Multiset.singleton_add` turns every `a ::ₘ s` into `{a} + s`. Since `simp only` simplifies the argument of a map before the map itself, it rewrote `(i, j) ::ₘ M` first, and `Multiset.map_cons`, which needs the form with `::ₘ`, no longer fitted. That is why the warning calls it unused; following the hint and omitting it would not close the goal. `abel` only rearranges sums and does not take a map apart over a sum.

The repair separates the two steps. `simp only [endpoints, Multiset.map_cons]` now splits the maps while the `::ₘ` is still there, leaving `i` and `j` each in front of a mapped multiset. Only then does `rw` turn these two into `{i} + …` and `{j} + …`. Both sides are now sums of the same four terms, and `abel` closes the goal.

This version goes through:

```diff
@@ -17,5 +17,6 @@
 lemma endpoints_cons (i j : Fin N) (M : Pairing N) :
     endpoints ((i, j) ::ₘ M) = {i} + {j} + endpoints M := by
-  simp only [endpoints, Multiset.map_cons, ← Multiset.singleton_add]
+  simp only [endpoints, Multiset.map_cons]
+  rw [← Multiset.singleton_add i, ← Multiset.singleton_add j]
   abel
 
```
